# Relaxation from the nonmagnetic volume expands a stable Landau magnet with positive magnetovolume coupling and increases its moment

## Energy, enthalpy and signs

Let v be the volume strain of a cell, measured from the equilibrium volume of its nonmagnetic state at zero pressure and positive for expansion, and m its magnetic moment, a real number of either sign. The energy per reference volume is

f(v,m) = K v²/2 − g v m² − a m² + b m⁴.

K is the bulk stiffness. The coupling g > 0 says that a moment favours a larger volume, and a > 0 says that the nonmagnetic state at v = 0 is unstable towards forming a moment. The quartic coefficient b limits the moment. At external pressure p, positive in compression, the enthalpy per reference volume, up to an additive constant p that doesn't affect the minima, is

h(v,m) = f(v,m) + p v.

Write D = 2Kb − g². The stability condition is D > 0: the quartic term stays positive after the strain has responded to the moment. With K > 0 it implies b > 0, because 2Kb > g² ≥ 0.

## Relaxed and clamped minima

For K, g, a > 0 and D > 0, the global minima of f are the states with

m² = aK/D,  v = ga/D > 0,

whereas at fixed v = 0 the optimal moments satisfy m² = a/(2b), which is strictly smaller.

The strain derivative of f is Kv − g m², so at pressure p the strain that balances a given moment is (g m² − p)/K. Completing the square around it gives

K v²/2 − (g m² − p) v = (K/2)(v − (g m² − p)/K)² − (g m² − p)²/(2K).

Expanding the last term and collecting powers of m,

h = (K/2)(v − (g m² − p)/K)² + (D/(2K)) m⁴ + ((gp − aK)/K) m² − p²/(2K).

Suppose gp ≤ aK and set s = (aK − gp)/D ≥ 0. Then (gp − aK)/K = −sD/K, and a second completed square gives

h = (K/2)(v − (g m² − p)/K)² + (D/(2K))(m² − s)² − (D s² + p²)/(2K).

The constant is attained at m = √s, v = (gs − p)/K. A state is therefore a global minimum exactly when both squares vanish. At p = 0 this gives m² = aK/D and v = g m²/K = ga/D.

In a cell clamped at v with a + gv ≥ 0, set r = (a + gv)/(2b). Then

f = b(m² − r)² + K v²/2 − b r²,

so the optimal moments have m² = r, which is a/(2b) at v = 0. The difference between the relaxed and clamped values is

aK/D − a/(2b) = a(2Kb − D)/(2bD) = a g²/(2bD) > 0.

In this model with one strain and one scalar moment, a spin-polarised calculation in a cell fixed at v = 0 thus underestimates the magnitude of the moment that the cell would have when relaxed at zero pressure.

## Stability lost at g² = 2Kb

Take K = g = a = 1 and b = 1/2, so that D = 0. Then

f = (v − m²)²/2 − m².

Along v = m² the energy is −m², which has no lower bound, so the strict inequality g² < 2Kb can't be weakened to g² ≤ 2Kb. The clamped cell gives no warning: at v = 0 it still has a minimum, with m² = 1.

## The model in Lean

All quantities are real numbers.

```lean
import Mathlib

namespace MagnetovolumeCoupling

noncomputable section

variable {K g a b p v m : ℝ}
```

The function `energy` is f, with the four coefficients as its first arguments.

```lean
/-- Energy of a magnet with volume strain `v` and moment `m`: elastic term, magnetovolume
coupling, and a quartic Landau energy of the moment. -/
def energy (K g a b v m : ℝ) : ℝ :=
  K * v ^ 2 / 2 - g * v * m ^ 2 - a * m ^ 2 + b * m ^ 4
```

The enthalpy adds the pressure term.

```lean
/-- Enthalpy of the magnet per reference volume at external pressure `p`, without the additive
constant `p` contributed by the reference volume itself. -/
def enthalpy (K g a b p v m : ℝ) : ℝ := energy K g a b v m + p * v
```

These definitions describe a homogeneous volume change with quadratic elasticity and a collinear moment. Shear, spatial variation and temperature are absent, and the coefficients are inputs, not results of an electronic-structure calculation. The strain ranges over all real numbers, so the model is physically meaningful only where the resulting v is small.

## Strain derivative and the softened quartic term

`HasDerivAt` states that the strain derivative at fixed m exists and equals Kv − g m². The proof differentiates a rearranged polynomial term by term.

```lean
/-- The derivative of the energy with respect to strain at fixed moment is the elastic
stress `K v` minus the magnetic stress `g m²`. -/
theorem hasDerivAt_energy_strain (K g a b v m : ℝ) :
    HasDerivAt (fun x => energy K g a b x m) (K * v - g * m ^ 2) v := by
  have h := ((((hasDerivAt_id' v).fun_mul (hasDerivAt_id' v)).const_mul (K / 2)).fun_sub
    ((hasDerivAt_id' v).const_mul (g * m ^ 2))).add_const (b * m ^ 4 - a * m ^ 2)
  have hf : (fun x => energy K g a b x m)
      = fun x => K / 2 * (x * x) - g * m ^ 2 * x + (b * m ^ 4 - a * m ^ 2) := by
    funext x
    unfold energy
    ring
  rw [hf]
  exact h.congr_deriv (by ring)
```

The next identity is the first completed square. It needs only K ≠ 0; `field_simp` clears the denominators and `ring` compares the polynomials.

```lean
/-- For nonzero bulk stiffness, completing the square in the strain leaves a Landau energy
of the moment whose quartic coefficient is `(2Kb - g²)/(2K)`. -/
theorem enthalpy_eq_squares (hK : K ≠ 0) :
    enthalpy K g a b p v m = K / 2 * (v - (g * m ^ 2 - p) / K) ^ 2
      + (2 * K * b - g ^ 2) / (2 * K) * m ^ 4 + (g * p - a * K) / K * m ^ 2
      - p ^ 2 / (2 * K) := by
  unfold enthalpy energy
  field_simp
  ring
```

## All enthalpy minima up to gp = aK

The left side of the equivalence says that no state `(v', m')` has lower enthalpy than `(v, m)`. The right side fixes m² and v, so a nonzero moment may have either sign. At gp = aK the moment is zero; for larger gp the formula would require a negative m², and the hypothesis `hp` excludes that range.

```lean
/-- For `K > 0`, `g² < 2Kb` and pressure with `g p ≤ a K`, the global minima of the enthalpy
are the states with `m² = (aK - gp)/(2Kb - g²)` and `v = (g m² - p)/K`. -/
theorem relaxed_min_iff (hK : 0 < K) (hD : g ^ 2 < 2 * K * b) (hp : g * p ≤ a * K) :
    (∀ v' m', enthalpy K g a b p v m ≤ enthalpy K g a b p v' m') ↔
      m ^ 2 = (a * K - g * p) / (2 * K * b - g ^ 2) ∧ v = (g * m ^ 2 - p) / K := by
  have hD' : 0 < 2 * K * b - g ^ 2 := by linarith
  have hc : 0 < (2 * K * b - g ^ 2) / (2 * K) := div_pos hD' (by positivity)
  obtain ⟨s, hs⟩ : ∃ s, s = (a * K - g * p) / (2 * K * b - g ^ 2) := ⟨_, rfl⟩
  have hs0 : 0 ≤ s := by
    rw [hs]
    exact div_nonneg (by linarith) hD'.le
  have hsD : g * p - a * K = -(s * (2 * K * b - g ^ 2)) := by
    rw [hs, div_mul_cancel₀ _ hD'.ne']
    ring
  -- the enthalpy is a sum of two squares above its minimal value
  have key : ∀ x y, enthalpy K g a b p x y = K / 2 * (x - (g * y ^ 2 - p) / K) ^ 2
      + (2 * K * b - g ^ 2) / (2 * K) * (y ^ 2 - s) ^ 2
      - ((2 * K * b - g ^ 2) * s ^ 2 + p ^ 2) / (2 * K) := by
    intro x y
    rw [enthalpy_eq_squares hK.ne', hsD]
    ring
  have hA : ∀ x y, 0 ≤ K / 2 * (x - (g * y ^ 2 - p) / K) ^ 2 :=
    fun x y => mul_nonneg (half_pos hK).le (sq_nonneg _)
  have hB : ∀ y, 0 ≤ (2 * K * b - g ^ 2) / (2 * K) * (y ^ 2 - s) ^ 2 :=
    fun y => mul_nonneg hc.le (sq_nonneg _)
  rw [← hs]
  constructor
  · intro h
    have h1 := h ((g * s - p) / K) (√s)
    have h0 : enthalpy K g a b p ((g * s - p) / K) (√s)
        = -(((2 * K * b - g ^ 2) * s ^ 2 + p ^ 2) / (2 * K)) := by
      rw [key, Real.sq_sqrt hs0]
      ring
    rw [h0, key v m] at h1
    -- both squares must vanish
    have hA0 : K / 2 * (v - (g * m ^ 2 - p) / K) ^ 2 = 0 :=
      le_antisymm (by linarith [hB m]) (hA v m)
    have hB0 : (2 * K * b - g ^ 2) / (2 * K) * (m ^ 2 - s) ^ 2 = 0 :=
      le_antisymm (by linarith [hA v m]) (hB m)
    have hx := (pow_eq_zero_iff two_ne_zero).mp
      ((mul_eq_zero.mp hA0).resolve_left (half_pos hK).ne')
    have hy := (pow_eq_zero_iff two_ne_zero).mp
      ((mul_eq_zero.mp hB0).resolve_left hc.ne')
    exact ⟨sub_eq_zero.mp hy, sub_eq_zero.mp hx⟩
  · rintro ⟨h1, h2⟩ v' m'
    have h0 : enthalpy K g a b p v m
        = -(((2 * K * b - g ^ 2) * s ^ 2 + p ^ 2) / (2 * K)) := by
      rw [key, h2, h1]
      ring
    rw [h0, key v' m']
    linarith [hA v' m', hB m']
```

Here `key` is the sum of two squares found above, and `hA` and `hB` say that each term is nonnegative. In the forward direction, the assumed minimum is compared with the explicit state at `√s`. Its enthalpy is the constant alone, so both squares must be zero. In the reverse direction, substituting the two conditions leaves the constant, which lies below every other value.

## Optimal moment in a clamped cell

Only the moment varies now. The elastic term is a constant, so no condition on K appears.

```lean
/-- In a cell clamped at strain `v`, with `b > 0` and `a + g v ≥ 0`, the moments of lowest
energy are those with `m² = (a + g v)/(2b)`. -/
theorem clamped_min_iff (hb : 0 < b) (h : 0 ≤ a + g * v) :
    (∀ m', energy K g a b v m ≤ energy K g a b v m') ↔
      m ^ 2 = (a + g * v) / (2 * b) := by
  have hb2 : 0 < 2 * b := by linarith
  obtain ⟨s, hs⟩ : ∃ s, s = (a + g * v) / (2 * b) := ⟨_, rfl⟩
  have hs0 : 0 ≤ s := by
    rw [hs]
    exact div_nonneg h hb2.le
  have hsb : a + g * v = s * (2 * b) := by
    rw [hs, div_mul_cancel₀ _ hb2.ne']
  have key : ∀ y, energy K g a b v y
      = b * (y ^ 2 - s) ^ 2 + (K * v ^ 2 / 2 - b * s ^ 2) := by
    intro y
    unfold energy
    linear_combination (-y ^ 2) * hsb
  have hB : ∀ y : ℝ, 0 ≤ b * (y ^ 2 - s) ^ 2 := fun y => mul_nonneg hb.le (sq_nonneg _)
  rw [← hs]
  constructor
  · intro h'
    have h1 := h' (√s)
    rw [key m, key (√s), Real.sq_sqrt hs0] at h1
    have hB0 : b * (m ^ 2 - s) ^ 2 = 0 := le_antisymm (by linarith) (hB m)
    exact sub_eq_zero.mp ((pow_eq_zero_iff two_ne_zero).mp
      ((mul_eq_zero.mp hB0).resolve_left hb.ne'))
  · intro h1 m'
    rw [key m, key m', h1]
    linarith [hB m']
```

The argument is the same with a single square: comparison with `√s`, where `s` is the r of the derivation, forces m² = r.

## Expansion and enhancement together

The main theorem has four parts: the characterisation of the global minima of f, the characterisation of the optimal moments at v = 0, the positivity of the relaxed strain, and the strict inequality between the two values of m².

```lean
/-- For `K, g, a > 0` and `g² < 2Kb`, the global energy minima and the optimal moments at
zero strain are given explicitly; the relaxed strain is positive and the relaxed squared
moment exceeds the clamped one. -/
theorem relaxation_expands_and_enhances (hK : 0 < K) (hg : 0 < g) (ha : 0 < a)
    (hD : g ^ 2 < 2 * K * b) :
    (∀ v m, (∀ v' m', energy K g a b v m ≤ energy K g a b v' m') ↔
      m ^ 2 = a * K / (2 * K * b - g ^ 2) ∧ v = g * a / (2 * K * b - g ^ 2)) ∧
    (∀ m, (∀ m', energy K g a b 0 m ≤ energy K g a b 0 m') ↔ m ^ 2 = a / (2 * b)) ∧
    0 < g * a / (2 * K * b - g ^ 2) ∧
    a / (2 * b) < a * K / (2 * K * b - g ^ 2) := by
  have hD' : 0 < 2 * K * b - g ^ 2 := by linarith
  have hg2 : 0 < g ^ 2 := pow_pos hg 2
  -- stability of the coupled system forces a positive quartic coefficient
  have hKb : 0 < K * b := by linarith
  have hb : 0 < b := (mul_pos_iff_of_pos_left hK).mp hKb
  refine ⟨fun v m => ?_, fun m => ?_, div_pos (mul_pos hg ha) hD', ?_⟩
  · have h := relaxed_min_iff (p := 0) (v := v) (m := m) hK hD
      (by rw [mul_zero]; exact (mul_pos ha hK).le)
    simp only [enthalpy, zero_mul, add_zero, mul_zero, sub_zero] at h
    have e : g * (a * K / (2 * K * b - g ^ 2)) / K = g * a / (2 * K * b - g ^ 2) := by
      rw [div_eq_iff hK.ne']
      ring
    rw [h]
    constructor
    · rintro ⟨h1, h2⟩
      exact ⟨h1, by rw [h2, h1, e]⟩
    · rintro ⟨h1, h2⟩
      exact ⟨h1, by rw [h2, h1, e]⟩
  · have h := clamped_min_iff (K := K) (g := g) (a := a) (v := 0) (m := m) hb
      (by rw [mul_zero, add_zero]; exact ha.le)
    simpa only [mul_zero, add_zero] using h
  · rw [div_lt_div_iff₀ (by positivity) hD']
    nlinarith [mul_pos ha hg2]
```

The proof first derives b > 0 from `hD`. The first part is `relaxed_min_iff` at p = 0, with `e` rewriting g m²/K as ga/D. The second is `clamped_min_iff` at v = 0. For the last, cross-multiplication reduces the claim to a D < 2abK, which holds because a g² > 0; this is the fact handed to `nlinarith`.

## Unbounded energy without the stability condition

The counter-example above is one case of a general statement: if K, a > 0 and 2Kb ≤ g², then for every real C some state has energy below C.

```lean
/-- For `K, a > 0` and `2Kb ≤ g²`, the energy is unbounded below. -/
theorem energy_unbounded_below (hK : 0 < K) (ha : 0 < a) (hD : 2 * K * b ≤ g ^ 2) (C : ℝ) :
    ∃ v m, energy K g a b v m < C := by
  obtain ⟨t, ht⟩ : ∃ t, t = (|C| + 1) / a := ⟨_, rfl⟩
  have ht0 : 0 ≤ t := by
    rw [ht]
    positivity
  have hat : t * a = |C| + 1 := by
    rw [ht, div_mul_cancel₀ _ ha.ne']
  -- follow the valley in which the strain is relaxed at each moment
  refine ⟨g * t / K, √t, ?_⟩
  have e : energy K g a b (g * t / K) (√t)
      = (2 * K * b - g ^ 2) / (2 * K) * t ^ 2 - t * a := by
    unfold energy
    rw [show √t ^ 4 = (√t ^ 2) ^ 2 by ring, Real.sq_sqrt ht0]
    field_simp
    ring
  have hneg : (2 * K * b - g ^ 2) / (2 * K) * t ^ 2 ≤ 0 :=
    mul_nonpos_of_nonpos_of_nonneg
      (div_nonpos_of_nonpos_of_nonneg (by linarith) (by positivity)) (sq_nonneg t)
  rw [e, hat]
  linarith [neg_abs_le C]

end

end MagnetovolumeCoupling
```

The proof follows the valley m² = t, v = gt/K, where f = (D/(2K)) t² − a t ≤ −a t. Choosing t = (|C| + 1)/a makes this at most −|C| − 1, which is less than C.

```lean
#print axioms MagnetovolumeCoupling.hasDerivAt_energy_strain
#print axioms MagnetovolumeCoupling.relaxation_expands_and_enhances
#print axioms MagnetovolumeCoupling.energy_unbounded_below
```

```
'MagnetovolumeCoupling.hasDerivAt_energy_strain' depends on axioms: [propext, Classical.choice, Quot.sound]
'MagnetovolumeCoupling.relaxation_expands_and_enhances' depends on axioms: [propext, Classical.choice, Quot.sound]
'MagnetovolumeCoupling.energy_unbounded_below' depends on axioms: [propext, Classical.choice, Quot.sound]
```
